# The number of k-point pairs on a finite group mesh, up to exchange and joint inversion

A double sum over k-points, such as the exchange energy of a crystal, takes less work if pairs known by symmetry to have equal summands are grouped and each group is evaluated once. Here two pairs count as the same if a chain of exchanges $(a,b)\to(b,a)$ and joint inversions $(a,b)\to(-a,-b)$ connects them. The mesh is taken to be a finite abelian group, so that wavevectors add and change sign modulo reciprocal lattice vectors.

```lean
import Mathlib

open Finset

namespace ExchangePairReduction

variable {G : Type*} [AddCommGroup G]

/-- The two moves on pairs of k-points: exchange of the two points, and inversion of both. -/
inductive Move : G × G → G × G → Prop
  | swap (a b : G) : Move (a, b) (b, a)
  | neg (a b : G) : Move (a, b) (-a, -b)

/-- The reduced pairs: pairs of k-points, identified when a chain of moves connects them. -/
abbrev PairClass (G : Type*) [AddCommGroup G] := Quot (Move (G := G))

/-- A pair of signs acts on a pair of k-points: the first sign switches the exchange,
the second switches the inversion. -/
def act (s : ℤˣ × ℤˣ) (p : G × G) : G × G :=
  if s.2 = 1 then (if s.1 = 1 then p else p.swap)
  else -(if s.1 = 1 then p else p.swap)

/-- Multiplying the signs composes the operations on pairs of k-points. -/
theorem act_mul (s t : ℤˣ × ℤˣ) (p : G × G) : act (s * t) p = act s (act t p) := by
  have hne : (-1 : ℤˣ) ≠ 1 := by decide
  obtain ⟨u, v⟩ := s
  obtain ⟨u', v'⟩ := t
  obtain ⟨a, b⟩ := p
  rcases Int.units_eq_one_or u with rfl | rfl <;>
  rcases Int.units_eq_one_or v with rfl | rfl <;>
  rcases Int.units_eq_one_or u' with rfl | rfl <;>
  rcases Int.units_eq_one_or v' with rfl | rfl <;>
  simp [act, hne]

/-- The four sign pairs act as a group on the pairs of k-points. -/
instance pairAction : MulAction (ℤˣ × ℤˣ) (G × G) where
  smul := act
  one_smul p := (by simp [act] : act 1 p = p)
  mul_smul := act_mul

/-- Exchange and inversion, in any combination, do not change the class of a pair. -/
theorem mk_act (s : ℤˣ × ℤˣ) (p : G × G) :
    (Quot.mk Move (act s p) : PairClass G) = Quot.mk Move p := by
  have hs : ∀ q : G × G, (Quot.mk Move q.swap : PairClass G) = Quot.mk Move q :=
    fun q => (Quot.sound (Move.swap q.1 q.2)).symm
  have hn : ∀ q : G × G, (Quot.mk Move (-q) : PairClass G) = Quot.mk Move q :=
    fun q => (Quot.sound (Move.neg q.1 q.2)).symm
  unfold act
  split_ifs <;> simp only [hs, hn]

/-- Burnside count for a finite mesh: the numbers of pairs fixed by each of the four operations
add up to four times the number of classes. -/
theorem sum_fixed [Finite G] :
    ∑ s : ℤˣ × ℤˣ, Nat.card {p : G × G // act s p = p} = Nat.card (PairClass G) * 4 := by
  classical
  have h1 : ∀ p q : G × G, Move p q → ∃ s, act s q = p := by
    rintro _ _ (⟨a, b⟩ | ⟨a, b⟩)
    · exact ⟨(-1, 1), by simp [act]⟩
    · exact ⟨(1, -1), by simp [act]⟩
  -- classes generated by the moves are the orbits of the sign group
  let e : PairClass G ≃ Quotient (MulAction.orbitRel (ℤˣ × ℤˣ) (G × G)) :=
    { toFun := Quot.lift (fun p => Quotient.mk _ p) (fun p q h => Quotient.sound (h1 p q h))
      invFun := Quotient.lift (fun p => Quot.mk Move p) (fun p q h => by
        obtain ⟨s, hs⟩ := (h : ∃ s, act s q = p)
        rw [← hs]
        exact mk_act s q)
      left_inv := by rintro ⟨p⟩; rfl
      right_inv := by rintro ⟨p⟩; rfl }
  let : ∀ s : ℤˣ × ℤˣ, Fintype (MulAction.fixedBy (G × G) s) := fun s => Fintype.ofFinite _
  let : Fintype (Quotient (MulAction.orbitRel (ℤˣ × ℤˣ) (G × G))) := Fintype.ofFinite _
  have h := MulAction.sum_card_fixedBy_eq_card_orbits_mul_card_group (ℤˣ × ℤˣ) (G × G)
  have h4 : Nat.card (ℤˣ × ℤˣ) = 4 := by
    rw [Nat.card_eq_fintype_card]
    decide
  simp only [← Nat.card_eq_fintype_card] at h
  rw [h4] at h
  rw [Nat.card_congr e]
  exact h

omit [AddCommGroup G] in
/-- The pairs unchanged by exchange are as many as the k-points. -/
theorem card_fixed_swap : Nat.card {p : G × G // p.swap = p} = Nat.card G :=
  Nat.card_congr
    { toFun := fun x => x.1.1
      invFun := fun a => ⟨(a, a), rfl⟩
      left_inv := fun x => by
        have h := congrArg Prod.snd x.2
        exact Subtype.ext (Prod.ext rfl h)
      right_inv := fun _ => rfl }

/-- The pairs unchanged by exchange followed by inversion are as many as the k-points. -/
theorem card_fixed_neg_swap : Nat.card {p : G × G // -p.swap = p} = Nat.card G :=
  Nat.card_congr
    { toFun := fun x => x.1.1
      invFun := fun a => ⟨(a, -a), Prod.ext (neg_neg a) rfl⟩
      left_inv := fun x => by
        have h := congrArg Prod.snd x.2
        exact Subtype.ext (Prod.ext rfl h)
      right_inv := fun _ => rfl }

/-- The number of pairs unchanged by inversion is the square of the number of k-points
with `g = -g`. -/
theorem card_fixed_neg :
    Nat.card {p : G × G // -p = p} = Nat.card {g : G // g = -g} ^ 2 := by
  rw [sq, ← Nat.card_prod]
  exact Nat.card_congr
    { toFun := fun x => (⟨x.1.1, (congrArg Prod.fst x.2).symm⟩,
        ⟨x.1.2, (congrArg Prod.snd x.2).symm⟩)
      invFun := fun y => ⟨(y.1.1, y.2.1), Prod.ext y.1.2.symm y.2.2.symm⟩
      left_inv := fun _ => rfl
      right_inv := fun _ => rfl }

/-- On a finite mesh of `M` k-points, `F` of which satisfy `g = -g`, four times the number of
classes of pairs under exchange and inversion is `M ^ 2 + 2 * M + F ^ 2`. -/
theorem four_mul_card_pairClass [Finite G] :
    4 * Nat.card (PairClass G)
      = Nat.card G ^ 2 + 2 * Nat.card G + Nat.card {g : G // g = -g} ^ 2 := by
  have hne : (-1 : ℤˣ) ≠ 1 := by decide
  have e1 : Nat.card {p : G × G // act (1, 1) p = p} = Nat.card G ^ 2 := by
    rw [Nat.card_congr (Equiv.subtypeUnivEquiv (fun p => by simp [act])), Nat.card_prod, sq]
  have a2 : ∀ p : G × G, act (-1, 1) p = p.swap := fun p => by simp [act, hne]
  have a3 : ∀ p : G × G, act (1, -1) p = -p := fun p => by simp [act, hne]
  have a4 : ∀ p : G × G, act (-1, -1) p = -p.swap := fun p => by simp [act, hne]
  have e2 : Nat.card {p : G × G // act (-1, 1) p = p} = Nat.card G := by
    simp only [a2]
    exact card_fixed_swap
  have e3 : Nat.card {p : G × G // act (1, -1) p = p} = Nat.card {g : G // g = -g} ^ 2 := by
    simp only [a3]
    exact card_fixed_neg
  have e4 : Nat.card {p : G × G // act (-1, -1) p = p} = Nat.card G := by
    simp only [a4]
    exact card_fixed_neg_swap
  have hu : ∀ f : ℤˣ → ℕ, ∑ u, f u = f 1 + f (-1) := fun f => by
    rw [show (univ : Finset ℤˣ) = {1, -1} by decide, Finset.sum_pair hne.symm]
  -- add the four fixed-pair counts
  have h := sum_fixed (G := G)
  rw [Fintype.sum_prod_type, hu, hu, hu, e1, e2, e3, e4] at h
  linarith

/-- If the number `M` of k-points is odd, four times the number of classes is `(M + 1) ^ 2`. -/
theorem four_mul_card_of_odd [Finite G] (hM : Odd (Nat.card G)) :
    4 * Nat.card (PairClass G) = (Nat.card G + 1) ^ 2 := by
  obtain ⟨k, hk⟩ := hM
  have h0 : ∀ g : G, g = -g → g = 0 := fun g hg => by
    have h2 : g + g = 0 := eq_neg_iff_add_eq_zero.mp hg
    have h3 : (2 * k) • g = 0 := by rw [two_mul, add_nsmul, ← nsmul_add, h2, nsmul_zero]
    have h : Nat.card G • g = 0 := card_nsmul_eq_zero'
    rwa [hk, add_nsmul, h3, zero_add, one_nsmul] at h
  have hF : Nat.card {g : G // g = -g} = 1 :=
    Nat.card_eq_one_iff_unique.mpr
      ⟨⟨fun x y => Subtype.ext ((h0 _ x.2).trans (h0 _ y.2).symm)⟩, ⟨⟨0, by simp⟩⟩⟩
  rw [four_mul_card_pairClass, hF]
  ring

/-- A periodic mesh with `2 * n` divisions, `n > 0`, along each of `d` axes has `2 ^ d` points
with `g = -g`. -/
theorem card_self_inverse_mesh (d : ℕ) {n : ℕ} (hn : 0 < n) :
    Nat.card {g : Fin d → ZMod (2 * n) // g = -g} = 2 ^ d := by
  have : NeZero (2 * n) := ⟨by omega⟩
  have hv : (n : ZMod (2 * n)).val = n := ZMod.val_natCast_of_lt (by omega)
  -- along one axis the solutions are zero and the zone boundary
  have hs : {x : ZMod (2 * n) | x = -x} = {0, (n : ZMod (2 * n))} := by
    ext x
    refine (eq_comm.trans (ZMod.neg_eq_self_iff x)).trans (or_congr_right ⟨fun h => ?_, ?_⟩)
    · have hx : x.val = n := by omega
      exact (ZMod.natCast_zmod_val x).symm.trans
        (congrArg (Nat.cast : ℕ → ZMod (2 * n)) hx)
    · intro h
      rw [show x = (n : ZMod (2 * n)) from h, hv]
  have h1 : Nat.card {x : ZMod (2 * n) // x = -x} = 2 := by
    change Set.ncard {x : ZMod (2 * n) | x = -x} = 2
    rw [hs]
    refine Set.ncard_pair fun h => ?_
    have h' := congrArg ZMod.val h
    rw [ZMod.val_zero, hv] at h'
    omega
  let e : {g : Fin d → ZMod (2 * n) // g = -g} ≃ (Fin d → {x : ZMod (2 * n) // x = -x}) :=
    { toFun := fun x i => ⟨x.1 i, congrFun x.2 i⟩
      invFun := fun y => ⟨fun i => (y i).1, funext fun i => (y i).2⟩
      left_inv := fun _ => rfl
      right_inv := fun _ => rfl }
  rw [Nat.card_congr e, Nat.card_pi]
  simp only [h1, Finset.prod_const, Finset.card_univ, Fintype.card_fin]

/-- A three-dimensional periodic mesh with `2 * n` divisions, `n > 0`, along each axis has
`16 * n ^ 6 + 4 * n ^ 3 + 16` classes of pairs. -/
theorem card_even_mesh {n : ℕ} (hn : 0 < n) :
    Nat.card (PairClass (Fin 3 → ZMod (2 * n))) = 16 * n ^ 6 + 4 * n ^ 3 + 16 := by
  have : NeZero (2 * n) := ⟨by omega⟩
  have hM : Nat.card (Fin 3 → ZMod (2 * n)) = (2 * n) ^ 3 := by
    rw [Nat.card_pi]
    simp
  have h := four_mul_card_pairClass (G := Fin 3 → ZMod (2 * n))
  rw [hM, card_self_inverse_mesh 3 hn] at h
  linarith

/-- On a finite mesh, the double sum of a function invariant under both moves is the sum over
classes of its value there times the number of pairs in the class. -/
theorem sum_pairs_eq_weighted [Fintype G] [Fintype (PairClass G)] (f : G × G → ℝ)
    (hf : ∀ p q, Move p q → f p = f q) :
    ∑ p, f p = ∑ c : PairClass G,
      (Nat.card {p : G × G // Quot.mk Move p = c} : ℝ) * Quot.lift f hf c := by
  classical
  rw [← Finset.sum_fiberwise univ (fun p => (Quot.mk Move p : PairClass G)) f]
  refine Finset.sum_congr rfl fun c _ => ?_
  -- the summand is constant on each class
  refine (Finset.sum_congr rfl (g := fun _ => Quot.lift f hf c) fun p hp => ?_).trans ?_
  · have e := (Finset.mem_filter.mp hp).2
    subst e
    rfl
  · rw [Finset.sum_const, nsmul_eq_mul, Nat.card_eq_fintype_card, Fintype.card_subtype]

end ExchangePairReduction
```

```lean
#print axioms ExchangePairReduction.four_mul_card_pairClass
#print axioms ExchangePairReduction.four_mul_card_of_odd
#print axioms ExchangePairReduction.card_even_mesh
#print axioms ExchangePairReduction.sum_pairs_eq_weighted
```

```
'ExchangePairReduction.four_mul_card_pairClass' depends on axioms: [propext, Classical.choice, Quot.sound]
'ExchangePairReduction.four_mul_card_of_odd' depends on axioms: [propext, Classical.choice, Quot.sound]
'ExchangePairReduction.card_even_mesh' depends on axioms: [propext, Classical.choice, Quot.sound]
'ExchangePairReduction.sum_pairs_eq_weighted' depends on axioms: [propext, Classical.choice, Quot.sound]
```

## Pairs, classes and the count

The type `G` is the mesh, and its addition is the addition of wavevectors. `Move` is a relation with two constructors, one for each permitted step. `PairClass G` is the quotient of $G\times G$ by the equivalence relation that these steps generate, so its elements are the pairs that remain after reduction. The definition contains no count and no group of operations.

Write $M$ for the number of k-points, `Nat.card G`, and $F$ for the number of those with $g=-g$, which is `Nat.card {g : G // g = -g}`. The main theorem, `four_mul_card_pairClass`, says that for every finite `G`

$$4\,N = M^2 + 2M + F^2,$$

where $N$ is the number of classes. The factor 4 stands on the left so that no division of natural numbers is needed.

Two theorems evaluate this for particular meshes. If $M$ is odd, `four_mul_card_of_odd` gives $4N=(M+1)^2$. For a three-dimensional mesh with $2n$ divisions along each axis, $n>0$, `card_even_mesh` gives

$$N = 16n^6+4n^3+16.$$

That mesh is the type `Fin 3 → ZMod (2 * n)`. Its element $(m_0,m_1,m_2)$ stands for $\mathbf k=\sum_i m_i\mathbf b_i/(2n)$, where the $\mathbf b_i$ are the primitive reciprocal lattice vectors and each $m_i$ is an integer modulo $2n$. The mesh therefore contains $\Gamma$. A mesh shifted away from $\Gamma$ is not closed under addition of wavevectors, and the formula does not apply to it as it stands.

## The weighted exchange sum

The last theorem, `sum_pairs_eq_weighted`, says what the classes are good for. If a real function $f$ of two k-points is unchanged by both moves, then

$$\sum_{(a,b)} f(a,b)=\sum_c w_c\, f(c),$$

where $c$ runs over the classes, $w_c$ is the number of pairs in $c$, and $f(c)$ is the common value of $f$ on that class, written `Quot.lift f hf c`.

In a Hartree–Fock or hybrid-functional calculation on a finite $\Gamma$-centred mesh, this permits the exchange energy to be summed over $N$ pairs instead of $M^2$, provided that its summand has both symmetries. The summand is the exchange integral between the occupied bands at $a$ and those at $b$, summed over bands. Exchange invariance comes from renaming the two integration variables; invariance under joint inversion comes from time-reversal symmetry or from an inversion centre. This physical argument is not formalized: the Lean theorem takes the invariance as its hypothesis `hf`. As $f$ is real-valued everywhere, the Coulomb divergence at $a=b$ must already have been given a finite treatment. Rotations of the crystal's point group, which can reduce the sum further, play no part.

## Counting fixed pairs

Let $S$ be the exchange and $I$ the joint inversion. They commute, and each undoes itself, so every chain of moves amounts to one of four operations: $1$, $S$, $I$ or $SI$. The classes are the orbits of this group of four.

Now count in two ways the combinations of an operation and a pair that it leaves fixed. In an orbit with $w$ pairs, each pair is fixed by $4/w$ of the four operations, so the orbit contributes $w\cdot 4/w=4$. All orbits together contribute $4N$. This is Burnside's lemma for a group of four, and it remains valid when two of the operations happen to act alike.

Sorted by operation, the same total is found as follows.

- The identity fixes all $M^2$ pairs.
- $S$ fixes $(a,b)$ when $(b,a)=(a,b)$, that is, when $b=a$. There are $M$ such pairs.
- $I$ fixes $(a,b)$ when $-a=a$ and $-b=b$. There are $F$ choices for each entry, hence $F^2$ pairs.
- $SI$ fixes $(a,b)$ when $(-b,-a)=(a,b)$, that is, when $b=-a$. There are again $M$ such pairs.

The sum is $4N=M^2+2M+F^2$.

If $M=2k+1$ is odd and $g=-g$, then $2g=0$. In a group with $M$ elements $Mg=0$ as well, so $g=Mg-k(2g)=0$. Hence $F=1$, and the right-hand side becomes $(M+1)^2$.

On an axis with $2n$ divisions, $m=-m$ means that $2m$ is a multiple of $2n$, so $m$ is $0$ or $n$: the zone centre or the zone boundary. With $d$ axes this gives $F=2^d$. In three dimensions $M=8n^3$ and $F=8$, so

$$4N=64n^6+16n^3+64,$$

and division by 4 gives the stated polynomial.

The smallest mesh of this kind, $2\times2\times2$, has $n=1$ and $N=16+4+16=36$. All eight of its points are their own inverses, so joint inversion does nothing and only exchange reduces the 64 pairs. What remains is the 8 pairs with equal entries and the $8\cdot7/2=28$ unordered pairs with different ones, again 36.

## From moves to orbits in Lean

The group of four is represented by pairs of signs, `ℤˣ × ℤˣ`, since the units of the integers are $1$ and $-1$. In `act`, a first sign of $-1$ switches on the exchange and a second sign of $-1$ the inversion. `act_mul` checks that multiplying signs composes operations, by going through all sixteen combinations, and `pairAction` records the result as a group action.

The classes were defined by moves and not by this action, so the two descriptions have to be matched. `mk_act` shows that no operation takes a pair out of its class. Conversely, `h1` inside `sum_fixed` shows that each move is the effect of some sign pair: $(-1,1)$ for exchange and $(1,-1)$ for inversion. Together they give the bijection `e` between `PairClass G` and the set of orbits.

The double counting itself is Mathlib's `MulAction.sum_card_fixedBy_eq_card_orbits_mul_card_group`. For a group acting on a set, with the relevant sets finite, it equates the sum of the numbers of fixed points with the number of orbits times the order of the group. Its orbits are classes of the relation `MulAction.orbitRel`, which is why `e` is needed to carry the count over to `PairClass G`. Its fixed points are the pairs with `s • p = p`. Because the action was declared with `smul := act`, this is by definition the condition `act s p = p` in `sum_fixed`, and the two sums agree without further argument.

The fixed pairs are then counted by explicit bijections. `card_fixed_swap` matches $a$ with $(a,a)$, `card_fixed_neg_swap` matches $a$ with $(a,-a)$, and `card_fixed_neg` matches a fixed pair with two self-inverse points. In `four_mul_card_pairClass`, the facts `e1` to `e4` are the four items of the list above, in the order identity, exchange, inversion, both. The step `hu` writes a sum over signs as two terms, and `linarith` adds up the result.

For odd $M$, `h0` is the argument that $g=-g$ forces $g=0$. For even divisions, `hs` in `card_self_inverse_mesh` identifies the two solutions on one axis, and a second bijection, also called `e`, treats the axes independently, which produces the power $2^d$. `card_even_mesh` inserts these numbers into the main theorem.

The proof of the weighted sum first groups the pairs by class with `Finset.sum_fiberwise`. Within a class the summand is constant, so the inner sum is that constant times the number of pairs in the class.
